# The minimum variance of a combination of correlated estimates

## Two estimates

Let x₀ and x₁ estimate the same quantity, with variances 1 and 5 and covariance 2. For real t, the weights (1 − t, t) sum to one, and the combination (1 − t)x₀ + t x₁ has variance

(1 − t)² + 4t(1 − t) + 5t² = 1 + 2t + 2t² = 1/2 + 2(t + 1/2)².

The minimum 1/2 lies at t = −1/2, at the weights (3/2, −1/2). One weight is negative: x₁ serves to cancel part of the fluctuation of x₀.

## The claim and its derivation

Let estimates xᵢ with common mean μ have a positive definite covariance matrix S, and let 𝟏 be the vector of ones. For real weights wᵢ with Σ wᵢ = 𝟏ᵀw = 1, the combination Σ wᵢxᵢ has mean μ and variance wᵀSw. Define

p = 𝟏ᵀS⁻¹𝟏,  w* = S⁻¹𝟏/p.

The claim is wᵀSw ≥ 1/p, with equality exactly at w = w*.

Put u = S⁻¹𝟏. Then Su = 𝟏 ≠ 0, so u ≠ 0, and

p = 𝟏ᵀu = uᵀSu > 0.

Hence 𝟏ᵀw* = p/p = 1 and Sw* = 𝟏/p. Every vector y whose entries sum to one therefore satisfies

yᵀSw* = yᵀ𝟏/p = 1/p,

in particular y = w and y = w*. Symmetry of S gives w*ᵀSw = wᵀSw*, so

(w − w*)ᵀS(w − w*) = wᵀSw − 1/p − 1/p + 1/p,

wᵀSw = 1/p + (w − w*)ᵀS(w − w*).

The last term is zero at w = w* and positive elsewhere. If w = cu for a real c, normalisation gives cp = 1, so w = w*. For S diagonal with entries vᵢ > 0, uᵢ = 1/vᵢ, so p = Σⱼ 1/vⱼ and w*ᵢ = (1/vᵢ)/Σⱼ 1/vⱼ.

The result applies to finitely many unbiased Monte Carlo estimators of one observable taken from the same run, provided their covariance matrix S is positive definite and the weights are constants, not computed from the same data. The bound holds whether or not S is known. To compute w* one needs S up to a positive factor, and weights computed from an estimate of S need not reach the minimum.

## Formal development

```lean
import Mathlib

open Matrix

namespace CorrelatedEstimates

noncomputable section

variable {n : Type*} [Fintype n] [DecidableEq n]
```

The finite type `n` labels the estimates; S is a `Matrix n n ℝ` and weights are functions `n → ℝ` of either sign.

```lean
/-- The vector with all entries equal to one. -/
def ones : n → ℝ := fun _ => 1

/-- Variance `wᵀ S w` of the combination with weights `w` of estimates with covariance `S`. -/
def variance (S : Matrix n n ℝ) (w : n → ℝ) : ℝ := w ⬝ᵥ S *ᵥ w

/-- The total precision `1ᵀ S⁻¹ 1` of estimates with covariance `S`. -/
def precision (S : Matrix n n ℝ) : ℝ := ones ⬝ᵥ S⁻¹ *ᵥ ones

/-- The weights `S⁻¹ 1 / (1ᵀ S⁻¹ 1)`. -/
def optWeights (S : Matrix n n ℝ) : n → ℝ := (precision S)⁻¹ • (S⁻¹ *ᵥ ones)
```

These define 𝟏, wᵀSw, p and w*, with `⬝ᵥ` the dot product and `*ᵥ` the matrix–vector product. No random variables occur: `variance` is the quadratic form by definition, and its reading as the variance of Σ wᵢxᵢ is supplied by the model. The hypothesis `S.PosDef`, assumed in every theorem about a general S and proved for the diagonal and two-estimate cases, means symmetry together with yᵀSy > 0 for y ≠ 0; it excludes linearly dependent fluctuations.

```lean
/-- For a positive definite covariance, applying `S⁻¹` and then `S` returns the vector. -/
theorem mulVec_inv_mulVec {S : Matrix n n ℝ} (hS : S.PosDef) (v : n → ℝ) :
    S *ᵥ (S⁻¹ *ᵥ v) = v := by
  have hdet : IsUnit S.det := (Matrix.isUnit_iff_isUnit_det S).mp hS.isUnit
  rw [Matrix.mulVec_mulVec, Matrix.mul_nonsing_inv S hdet, Matrix.one_mulVec]

omit [DecidableEq n] in
/-- For a positive definite covariance, nonzero weights give a strictly positive variance. -/
theorem variance_pos {S : Matrix n n ℝ} (hS : S.PosDef) {w : n → ℝ} (hw : w ≠ 0) :
    0 < variance S w := by
  have h := hS.dotProduct_mulVec_pos hw
  simpa [variance] using h
```

The first lemma passes from positive definiteness to an invertible determinant and so to SS⁻¹v = v. The second restates positivity for `variance`.

```lean
/-- With at least one estimate and a positive definite covariance, `1ᵀ S⁻¹ 1` is positive. -/
theorem precision_pos [Nonempty n] {S : Matrix n n ℝ} (hS : S.PosDef) : 0 < precision S := by
  have hu : S⁻¹ *ᵥ (ones : n → ℝ) ≠ 0 := by
    intro h
    have h1 := mulVec_inv_mulVec hS (ones : n → ℝ)
    rw [h, Matrix.mulVec_zero] at h1
    have h2 := congrFun h1 (Classical.arbitrary n)
    simp [ones] at h2
  -- the precision is the quadratic form of `S` at `u = S⁻¹ 1`
  have h := variance_pos hS hu
  rwa [variance, mulVec_inv_mulVec hS, dotProduct_comm] at h
```

`[Nonempty n]` demands at least one estimate, which makes 𝟏 ≠ 0. Step `hu` shows u ≠ 0 by reading one component of Su = 𝟏, and the last line rewrites uᵀSu as 𝟏ᵀu.

```lean
/-- The weights `w* = S⁻¹ 1 / (1ᵀ S⁻¹ 1)` sum to one, and `S w*` is the constant vector with
entries `1 / (1ᵀ S⁻¹ 1)`. -/
theorem optWeights_spec [Nonempty n] {S : Matrix n n ℝ} (hS : S.PosDef) :
    ∑ i, optWeights S i = 1 ∧ S *ᵥ optWeights S = (precision S)⁻¹ • ones := by
  constructor
  · have h1 : ∑ i, optWeights S i = ones ⬝ᵥ optWeights S := by simp [dotProduct, ones]
    rw [h1, optWeights, dotProduct_smul, smul_eq_mul]
    exact inv_mul_cancel₀ (precision_pos hS).ne'
  · rw [optWeights, Matrix.mulVec_smul, mulVec_inv_mulVec hS]
```

The sum of the weights becomes p⁻¹p = 1, and pulling p⁻¹ through S gives Sw* = 𝟏/p.

```lean
/-- For weights summing to one, the variance equals `1 / (1ᵀ S⁻¹ 1)` plus the quadratic form
of `S` at the deviation `w - w*`. -/
theorem variance_decomposition [Nonempty n] {S : Matrix n n ℝ} (hS : S.PosDef) {w : n → ℝ}
    (hw : ∑ i, w i = 1) :
    variance S w = 1 / precision S + variance S (w - optWeights S) := by
  obtain ⟨hsum, hmul⟩ := optWeights_spec hS
  have hT : Sᵀ = S := by
    have h : Sᴴ = S := hS.isHermitian
    rwa [Matrix.conjTranspose_eq_transpose_of_trivial] at h
  -- every normalised weight vector has the same covariance with the combination `w*`
  have hcross : ∀ x : n → ℝ, ∑ i, x i = 1 → x ⬝ᵥ S *ᵥ optWeights S = 1 / precision S := by
    intro x hx
    have h1 : x ⬝ᵥ ones = 1 := by simpa [dotProduct, ones] using hx
    rw [hmul, dotProduct_smul, h1, smul_eq_mul, mul_one, one_div]
  -- symmetry of the covariance
  have hsymm : optWeights S ⬝ᵥ S *ᵥ w = w ⬝ᵥ S *ᵥ optWeights S := by
    rw [Matrix.dotProduct_mulVec, ← Matrix.mulVec_transpose, hT, dotProduct_comm]
  have h1 := hcross w hw
  have h2 := hcross _ hsum
  simp only [variance, Matrix.mulVec_sub, sub_dotProduct, dotProduct_sub]
  linarith
```

Here `hcross` is yᵀSw* = 1/p, used as `h1` for w and `h2` for w*, while `hT` and `hsymm` exchange the cross terms. The `simp only` expands the form into four terms and `linarith` collects them.

```lean
/-- For a positive definite covariance and weights summing to one, `wᵀ S w ≥ 1 / (1ᵀ S⁻¹ 1)`;
equality holds exactly for `w = w*`, and exactly when `w` is a multiple of `S⁻¹ 1`. -/
theorem optimal_combination [Nonempty n] {S : Matrix n n ℝ} (hS : S.PosDef) {w : n → ℝ}
    (hw : ∑ i, w i = 1) :
    1 / precision S ≤ variance S w ∧
      (variance S w = 1 / precision S ↔ w = optWeights S) ∧
      (variance S w = 1 / precision S ↔ ∃ c : ℝ, w = c • (S⁻¹ *ᵥ ones)) := by
  have hd := variance_decomposition hS hw
  have hiff : variance S w = 1 / precision S ↔ w = optWeights S := by
    constructor
    · intro h
      by_contra hne
      have := variance_pos hS (sub_ne_zero.mpr hne)
      linarith
    · intro h
      have h0 : variance S (w - optWeights S) = 0 := by
        rw [sub_eq_zero.mpr h]
        simp [variance]
      linarith
  refine ⟨?_, hiff, hiff.trans ⟨fun h => ⟨_, h⟩, ?_⟩⟩
  · by_cases h : w = optWeights S
    · exact (hiff.mpr h).ge
    · have := variance_pos hS (sub_ne_zero.mpr h)
      linarith
  · rintro ⟨c, hc⟩
    -- normalisation fixes the constant of proportionality
    have h1 : ones ⬝ᵥ w = 1 := by simpa [dotProduct, ones] using hw
    rw [hc, dotProduct_smul, smul_eq_mul] at h1
    have h2 : c = (precision S)⁻¹ := eq_inv_of_mul_eq_one_left h1
    rw [hc, h2, optWeights]
```

For positive definite S and weights summing to one, the theorem states the bound 1/p ≤ wᵀSw, equality if and only if w = w*, and equality if and only if w = cS⁻¹𝟏 for some real c. In `hiff`, a nonzero deviation would add a positive term, and a zero deviation adds nothing. The bound follows by cases on w = w*, and `h2` fixes c = 1/p.

```lean
/-- The value `1 / (1ᵀ S⁻¹ 1)` is at most the variance `S i i` of each single estimate. -/
theorem le_single_variance {S : Matrix n n ℝ} (hS : S.PosDef) (i : n) :
    1 / precision S ≤ S i i := by
  have : Nonempty n := ⟨i⟩
  have hw : ∑ j, (Pi.single i (1 : ℝ) : n → ℝ) j = 1 := by simp
  have h := (optimal_combination hS hw).1
  have hv : variance S (Pi.single i 1) = S i i := by simp [variance]
  rwa [hv] at h
```

`Pi.single i 1` puts all weight on estimate i, with variance Sᵢᵢ, so 1/p ≤ Sᵢᵢ. With a single estimate the two sides coincide.

```lean
/-- For positive variances `v i` the diagonal covariance is positive definite, its precision is
`∑ 1 / v j`, and `w*` are the inverse-variance weights `(1 / v i) / ∑ 1 / v j`. -/
theorem optWeights_diagonal {v : n → ℝ} (hv : ∀ i, 0 < v i) :
    (diagonal v).PosDef ∧ precision (diagonal v) = ∑ j, 1 / v j ∧
      ∀ i, optWeights (diagonal v) i = (1 / v i) / ∑ j, 1 / v j := by
  have hinv : (diagonal v)⁻¹ = diagonal (fun i => 1 / v i) := by
    apply Matrix.inv_eq_right_inv
    rw [Matrix.diagonal_mul_diagonal, ← Matrix.diagonal_one]
    congr 1
    funext i
    exact mul_one_div_cancel (hv i).ne'
  have hp : precision (diagonal v) = ∑ j, 1 / v j := by
    rw [precision, hinv]
    simp only [dotProduct, Matrix.mulVec_diagonal, ones, one_mul, mul_one]
  refine ⟨?_, hp, fun i => ?_⟩
  · exact Matrix.posDef_diagonal_iff.mpr hv
  · rw [optWeights, hp, hinv, Pi.smul_apply, Matrix.mulVec_diagonal, smul_eq_mul]
    simp only [ones, mul_one]
    rw [mul_comm, ← div_eq_mul_inv]
```

Step `hinv` verifies the inverse by multiplication. The theorem states positive definiteness and the formulas for p and w*; optimality of these weights comes from feeding the first conclusion to `optimal_combination`.

```lean
/-- The covariance of two estimates with variances `1` and `5` and covariance `2`. -/
def pairCov : Matrix (Fin 2) (Fin 2) ℝ := !![1, 2; 2, 5]

/-- The covariance `[[1, 2], [2, 5]]` is positive definite, has precision `2`, and its weights
`w*` are `(3/2, -1/2)`. -/
theorem pairCov_witness :
    pairCov.PosDef ∧ precision pairCov = 2 ∧ optWeights pairCov = ![3 / 2, -1 / 2] := by
  have hinv : pairCov⁻¹ = !![5, -2; -2, 1] := by
    apply Matrix.inv_eq_right_inv
    ext i j
    fin_cases i <;> fin_cases j <;>
      norm_num [pairCov, Matrix.mul_apply, Fin.sum_univ_two, Matrix.one_apply]
  have hp : precision pairCov = 2 := by
    rw [precision, hinv]
    norm_num [ones, dotProduct, Matrix.mulVec, Fin.sum_univ_two]
  refine ⟨Matrix.posDef_iff_dotProduct_mulVec.mpr ⟨?_, fun x hx => ?_⟩, hp, ?_⟩
  · ext i j
    fin_cases i <;> fin_cases j <;> simp [pairCov]
  · -- complete the square
    have hq : star x ⬝ᵥ pairCov *ᵥ x = (x 0 + 2 * x 1) ^ 2 + x 1 ^ 2 := by
      simp [pairCov, dotProduct, Matrix.mulVec, Fin.sum_univ_two]
      ring
    rw [hq]
    by_contra hle
    have hle' := not_lt.mp hle
    have h1 : x 1 = 0 := by
      have : x 1 ^ 2 = 0 := by nlinarith [sq_nonneg (x 0 + 2 * x 1), sq_nonneg (x 1)]
      simpa using this
    have h0 : x 0 = 0 := by
      rw [h1] at hle'
      have : x 0 ^ 2 = 0 := by nlinarith [sq_nonneg (x 0)]
      simpa using this
    apply hx
    funext i
    fin_cases i
    · exact h0
    · exact h1
  · rw [optWeights, hp, hinv]
    funext i
    fin_cases i <;> norm_num [ones, dotProduct, Matrix.mulVec, Fin.sum_univ_two]

end

end CorrelatedEstimates
```

This is the opening pair, indexed by 0 and 1. The inverse has rows (5, −2) and (−2, 1), so u = (3, −1), p = 2 and w* = (3/2, −1/2), and 1/p is the minimum found above. Positivity comes from `hq`: for a real vector y, called `x` in the code,

yᵀSy = (y₀ + 2y₁)² + y₁²,

which vanishes only if y₁ = 0 and then y₀ = 0.

```lean
#print axioms CorrelatedEstimates.le_single_variance
-- 'CorrelatedEstimates.le_single_variance' depends on axioms: [propext, Classical.choice, Quot.sound]
#print axioms CorrelatedEstimates.optWeights_diagonal
-- 'CorrelatedEstimates.optWeights_diagonal' depends on axioms: [propext, Classical.choice, Quot.sound]
```

## Another model and a neighbouring result

What follows is argued on paper and has not been through Lean. One could start from square-integrable random variables xᵢ with common mean μ on a probability space and define S as their covariance matrix. The mean μ and the variance wᵀSw of Σ wᵢxᵢ would then be derived, but S would be guaranteed only to be positive semidefinite, so invertibility would remain an assumption.

If estimate i has mean aᵢμ for a known vector a ≠ 0, the constraint for an unbiased combination would be aᵀw = 1. The same steps with a in place of 𝟏 would give wᵀSw ≥ 1/(aᵀS⁻¹a), with equality only at w = S⁻¹a/(aᵀS⁻¹a).
